# Charged sheets with zero total charge and dipole: no exterior potential, and a cell average set by the second moment

Take finitely many parallel, uniformly charged sheets, infinite in their own planes. Sheet $i$ carries charge $q_i$ per unit area and sits at height $z_i$ on the $x$ axis, which is normal to the sheets. In Gaussian units their potential is

$$\phi(x) = -2\pi \sum_i q_i\,|x - z_i| .$$

This solves $\phi'' = -4\pi\rho$ for the sheet charge density $\rho$. It also fixes the additive constant: a single sheet has potential zero at its own position. In SI units, $2\pi$ becomes $1/(2\varepsilon_0)$.

Three moments of the charge matter:

$$Q = \sum_i q_i, \qquad D = \sum_i q_i z_i, \qquad M = \sum_i q_i z_i^2 .$$

All sheets lie within $[-a,a]$, so $|z_i| \le a$. For a stack of cells of length $L$, the sheets of one cell lie within $[-L/2, L/2]$, and the copy with integer index $n$ is displaced by $nL$.

## The identity and the constant it fixes

If $Q = 0$ and $D = 0$, then

$$\phi(x) = 0 \ \text{ for } |x| \ge a, \qquad \int_{-a}^{a} \phi(x)\,dx = -2\pi M .$$

In a finite stack of such cells, the other copies contribute nothing inside the central cell. For $L > 0$ the average potential there is therefore

$$v = -\frac{2\pi M}{L},$$

whatever the number and arrangement of the other copies.

## Matching a direct sum to a reciprocal-space potential

A periodic Poisson solver that works in reciprocal space usually sets the $G=0$ coefficient of the potential to zero, so the potential it returns has zero average over the cell. A direct sum over the sheets above has its own constant: its average over the central cell is $v$. When $Q = D = 0$, the sum of all displaced copies of $\phi$ is periodic, solves the same Poisson equation as the solver's potential, and equals $\phi$ inside the central cell. Two periodic solutions differ only by a constant, and comparing averages gives

$$\phi_{\text{direct}}(x) = \phi_{G\neq 0}(x) + v$$

inside the central cell.

In periodic Hartree–Fock this concerns the classical electrostatic potential, averaged over planes and represented by finitely many sheets; exchange does not enter. The constant shifts the potential energy of an electron of charge $-e$ by $-ev$, so orbital energies from the two conventions must be aligned before they are compared. The electrostatic energy of a neutral cell is unaffected, because the constant multiplies the total charge.

In a code, the planar-averaged electronic charge density $\bar\rho$ on a grid of spacing $h$ gives sheets $q_j = h\,\bar\rho(z_j)$. Each point nucleus in the cell adds a sheet at its own height, with the nuclear charge divided by the area of the cell parallel to the planes. A sheet on the cell boundary is entered as two halves, one at each edge, because placing all of it at one edge would give a symmetric cell a dipole. The steps are:

1. Choose one cell, with its centre as origin, and compute $Q$, $D$ and $M$.
2. Check that $Q$ and $D$ vanish to the required tolerance.
3. Add $-2\pi M/L$ to the planar average of the solver's zero-average potential to obtain, inside the chosen cell and up to the grid error, the potential of the direct sum over copies of that cell's sheets.

The check on $D$ belongs after any wrapping of positions into the cell, since moving a charge $q$ by $L$ changes the dipole by $qL$. The constant belongs to the chosen cell: cutting the same periodic charge into cells at another place can change $M$, and with it $v$, even if $Q$ and $D$ vanish for both choices.

## Derivation from a single sheet

**One sheet.** Let $|c| \le a$. Splitting the integral at $c$ gives

$$\int_{-a}^{a} |x-c|\,dx = \int_{-a}^{c} (c-x)\,dx + \int_{c}^{a} (x-c)\,dx = \frac{(a+c)^2}{2} + \frac{(a-c)^2}{2} = a^2 + c^2 .$$

**All sheets.** Multiplying by $-2\pi q_i$ and summing with $c = z_i$,

$$\int_{-a}^{a} \phi(x)\,dx = -2\pi\,(a^2 Q + M).$$

Only neutrality is needed to reduce this to $-2\pi M$.

**Outside the sheets.** For $x \ge a$ every $x - z_i$ is nonnegative, and for $x \le -a$ every one is nonpositive. Hence

$$\phi(x) = -2\pi\,(xQ - D) \quad (x \ge a), \qquad \phi(x) = -2\pi\,(D - xQ) \quad (x \le -a).$$

Both vanish if $Q = D = 0$. Conversely, if $\phi$ vanishes at $a$ and at $a+1$, then $aQ - D = 0$ and $(a+1)Q - D = 0$. Subtracting gives $Q = 0$, and then $D = 0$.

**The stack.** At a point with $|x| \le L/2$, the copy displaced by $nL$ contributes $\phi(x - nL)$. For $n \ne 0$,

$$|x - nL| \ge |n|L - |x| \ge L - \frac{L}{2} = \frac{L}{2},$$

so this contribution is zero, and only the central cell remains. With $a = L/2$,

$$\int_{-L/2}^{L/2} (\phi(x) - v)\,dx = -2\pi M - vL,$$

which is zero exactly when $v = -2\pi M/L$.

**An example.** Charges $1, -2, 1$ at $-1, 0, 1$ have $Q = D = 0$ and $M = 2$. Between the outer sheets $\phi(x) = -4\pi(1 - |x|)$, whose integral over $[-1,1]$ is $-4\pi$. For $L = 2$ the average is $-2\pi$.

## What breaks without each condition

- **Without neutrality:** one sheet with $q = 1$ at $0$ has $D = M = 0$. With $a = 1$ the integral is $-2\pi$ instead of $0$, and the exterior potential is $-2\pi|x|$.
- **Without zero dipole:** charges $-1, 1$ at $-1, 1$ have $Q = 0$ and $D = 2$. The potential is $4\pi$ on the right and $-4\pi$ on the left. The single-cell integral still equals $-2\pi M = 0$, but with $L = 2$ one extra copy on the right shifts the central cell by $-4\pi$, so the average depends on how the stack is terminated.
- **With sheets outside the interval:** the charges $1, -2, 1$ at $-1, 0, 1$ with $a = 1/2$ give $\phi(1/2) = -2\pi$ and an integral of $-3\pi$, not $-4\pi$.

## The Lean file

```lean
import Mathlib

open MeasureTheory
open scoped Real

namespace ChargedSheetAverage

noncomputable section

variable {ι : Type*} [Fintype ι]

/-- The electrostatic potential at height `x` of parallel sheets with charges `q i` at
positions `z i`, in Gaussian units. -/
def sheetPotential (q z : ι → ℝ) (x : ℝ) : ℝ :=
  -2 * π * ∑ i, q i * |x - z i|

/-- The potential at `x` of copies of the sheets, displaced by `n * L` for each integer `n`
in the finite set `S`. -/
def stackPotential (q z : ι → ℝ) (L : ℝ) (S : Finset ℤ) (x : ℝ) : ℝ :=
  ∑ n ∈ S, sheetPotential q z (x - n * L)

/-- The distance to a point `c` of the interval `[-a, a]`, integrated over that interval,
is `a ^ 2 + c ^ 2`. -/
theorem integral_distance {a c : ℝ} (hc : |c| ≤ a) :
    ∫ x in (-a)..a, |x - c| = a ^ 2 + c ^ 2 := by
  obtain ⟨h1, h2⟩ := abs_le.mp hc
  have hint : ∀ s t : ℝ, IntervalIntegrable (fun x : ℝ => |x - c|) volume s t :=
    fun s t => Continuous.intervalIntegrable (by fun_prop) s t
  have hconst : ∀ s t : ℝ, IntervalIntegrable (fun _ : ℝ => c) volume s t :=
    fun s t => Continuous.intervalIntegrable (by fun_prop) s t
  have hid : ∀ s t : ℝ, IntervalIntegrable (fun x : ℝ => x) volume s t :=
    fun s t => Continuous.intervalIntegrable (by fun_prop) s t
  -- below the sheet the distance is `c - x`
  have hl : ∫ x in (-a)..c, |x - c| = ∫ x in (-a)..c, (c - x) := by
    apply intervalIntegral.integral_congr
    intro x hx
    rw [Set.uIcc_of_le h1] at hx
    change |x - c| = c - x
    rw [abs_of_nonpos (by linarith [hx.2])]
    ring
  -- above the sheet it is `x - c`
  have hr : ∫ x in c..a, |x - c| = ∫ x in c..a, (x - c) := by
    apply intervalIntegral.integral_congr
    intro x hx
    rw [Set.uIcc_of_le h2] at hx
    change |x - c| = x - c
    exact abs_of_nonneg (by linarith [hx.1])
  rw [← intervalIntegral.integral_add_adjacent_intervals (hint (-a) c) (hint c a), hl, hr,
    intervalIntegral.integral_sub (hconst (-a) c) (hid (-a) c),
    intervalIntegral.integral_sub (hid c a) (hconst c a),
    integral_id, integral_id, intervalIntegral.integral_const,
    intervalIntegral.integral_const, smul_eq_mul, smul_eq_mul]
  ring

/-- For arbitrary sheet charges within `[-a, a]`, the integrated potential is determined by
the total charge and the second moment. -/
theorem integral_sheetPotential (q z : ι → ℝ) {a : ℝ} (hz : ∀ i, |z i| ≤ a) :
    ∫ x in (-a)..a, sheetPotential q z x =
      -2 * π * (a ^ 2 * ∑ i, q i + ∑ i, q i * z i ^ 2) := by
  simp only [sheetPotential]
  rw [intervalIntegral.integral_const_mul, intervalIntegral.integral_finsetSum]
  · congr 1
    rw [Finset.mul_sum, ← Finset.sum_add_distrib]
    apply Finset.sum_congr rfl
    intro i _
    rw [intervalIntegral.integral_const_mul, integral_distance (hz i)]
    ring
  · intro i _
    exact Continuous.intervalIntegrable (by fun_prop) _ _

/-- The potential of sheets within `[-a, a]` vanishes everywhere at `|x| ≥ a` exactly when
their total charge and their dipole are both zero. -/
theorem exterior_vanishes_iff (q z : ι → ℝ) {a : ℝ} (hz : ∀ i, |z i| ≤ a) :
    (∀ x, a ≤ |x| → sheetPotential q z x = 0) ↔
      ∑ i, q i = 0 ∧ ∑ i, q i * z i = 0 := by
  -- on either side of all sheets only charge and dipole survive
  have right : ∀ x, a ≤ x →
      sheetPotential q z x = -2 * π * (x * ∑ i, q i - ∑ i, q i * z i) := by
    intro x hx
    unfold sheetPotential
    congr 1
    rw [Finset.mul_sum, ← Finset.sum_sub_distrib]
    apply Finset.sum_congr rfl
    intro i _
    rw [abs_of_nonneg (by linarith [(abs_le.mp (hz i)).2])]
    ring
  have left : ∀ x, a ≤ -x →
      sheetPotential q z x = -2 * π * (∑ i, q i * z i - x * ∑ i, q i) := by
    intro x hx
    unfold sheetPotential
    congr 1
    rw [Finset.mul_sum, ← Finset.sum_sub_distrib]
    apply Finset.sum_congr rfl
    intro i _
    rw [abs_of_nonpos (by linarith [(abs_le.mp (hz i)).1])]
    ring
  constructor
  · intro h
    have hpi : (-2 * π : ℝ) ≠ 0 := mul_ne_zero (by norm_num) Real.pi_ne_zero
    -- compare the potential at `a` and at `a + 1`
    have e1 := h a (le_abs_self a)
    have e2 := h (a + 1) (by linarith [le_abs_self (a + 1)])
    rw [right a le_rfl] at e1
    rw [right (a + 1) (by linarith)] at e2
    have f1 := (mul_eq_zero.mp e1).resolve_left hpi
    have f2 := (mul_eq_zero.mp e2).resolve_left hpi
    have hQ : ∑ i, q i = 0 := by linear_combination f2 - f1
    refine ⟨hQ, ?_⟩
    rw [hQ] at f1
    linarith
  · rintro ⟨hQ, hD⟩ x hx
    rcases le_abs.mp hx with h | h
    · rw [right x h, hQ, hD]
      ring
    · rw [left x h, hQ, hD]
      ring

/-- Sheets within `[-a, a]` with zero total charge and zero dipole have no potential at
`|x| ≥ a`, and their potential integrated over `[-a, a]` is `-2π` times the second moment. -/
theorem potential_confined_and_integral (q z : ι → ℝ) {a : ℝ} (hz : ∀ i, |z i| ≤ a)
    (hQ : ∑ i, q i = 0) (hD : ∑ i, q i * z i = 0) :
    (∀ x, a ≤ |x| → sheetPotential q z x = 0) ∧
      ∫ x in (-a)..a, sheetPotential q z x = -2 * π * ∑ i, q i * z i ^ 2 := by
  refine ⟨(exterior_vanishes_iff q z hz).mpr ⟨hQ, hD⟩, ?_⟩
  rw [integral_sheetPotential q z hz, hQ]
  ring

/-- In a finite stack that includes the central cell, where each cell has zero total charge and zero
dipole and its sheets lie within its length `L`, the potential inside the central cell is that of
the central cell alone. -/
theorem stackPotential_central (q z : ι → ℝ) {L : ℝ} (hz : ∀ i, |z i| ≤ L / 2)
    (hQ : ∑ i, q i = 0) (hD : ∑ i, q i * z i = 0) {S : Finset ℤ} (hS : 0 ∈ S)
    {x : ℝ} (hx : |x| ≤ L / 2) :
    stackPotential q z L S x = sheetPotential q z x := by
  obtain ⟨h1, h2⟩ := abs_le.mp hx
  have hL : 0 ≤ L := by linarith
  unfold stackPotential
  rw [Finset.sum_eq_single_of_mem 0 hS]
  · simp
  · intro n _ hn
    -- the point `x` is never strictly inside a displaced cell
    apply (exterior_vanishes_iff q z hz).mpr ⟨hQ, hD⟩
    rcases lt_or_gt_of_ne hn with h | h
    · have hn' : (n : ℝ) ≤ -1 := by exact_mod_cast (show n ≤ -1 by omega)
      exact le_abs.mpr (Or.inl (by nlinarith))
    · have hn' : (1 : ℝ) ≤ n := by exact_mod_cast (show 1 ≤ n by omega)
      exact le_abs.mpr (Or.inr (by nlinarith))

/-- For a finite stack of cells of length `L` that includes the central cell, where each cell
contains its sheets and has zero total charge and zero dipole, subtracting a constant `v` makes the
potential integrate to zero over the central cell exactly when `v` is `-2π / L` times the second
moment of one cell. -/
theorem cell_average_iff (q z : ι → ℝ) {L : ℝ} (hL : 0 < L) (hz : ∀ i, |z i| ≤ L / 2)
    (hQ : ∑ i, q i = 0) (hD : ∑ i, q i * z i = 0) {S : Finset ℤ} (hS : 0 ∈ S) (v : ℝ) :
    ∫ x in (-(L / 2))..(L / 2), (stackPotential q z L S x - v) = 0 ↔
      v = (-2 * π * ∑ i, q i * z i ^ 2) / L := by
  have hcongr : ∫ x in (-(L / 2))..(L / 2), (stackPotential q z L S x - v) =
      ∫ x in (-(L / 2))..(L / 2), (sheetPotential q z x - v) := by
    apply intervalIntegral.integral_congr
    intro x hx
    rw [Set.uIcc_of_le (by linarith)] at hx
    change stackPotential q z L S x - v = sheetPotential q z x - v
    rw [stackPotential_central q z hz hQ hD hS (abs_le.mpr ⟨hx.1, hx.2⟩)]
  have hint : IntervalIntegrable (fun x => sheetPotential q z x) volume
      (-(L / 2)) (L / 2) := by
    apply Continuous.intervalIntegrable
    unfold sheetPotential
    fun_prop
  have hv : IntervalIntegrable (fun _ : ℝ => v) volume (-(L / 2)) (L / 2) :=
    Continuous.intervalIntegrable (by fun_prop) _ _
  rw [hcongr, intervalIntegral.integral_sub hint hv,
    (potential_confined_and_integral q z hz hQ hD).2, intervalIntegral.integral_const,
    smul_eq_mul, eq_div_iff hL.ne']
  constructor <;> intro h <;> linarith

/-- Sheets of charge `1, -2, 1` at `-1, 0, 1` have zero total charge and zero dipole, and
their potential integrates to `-4π` over `[-1, 1]`. -/
theorem potential_confined_and_integral_witness :
    let q : Fin 3 → ℝ := ![1, -2, 1]
    let z : Fin 3 → ℝ := ![-1, 0, 1]
    (∀ i, |z i| ≤ 1) ∧ ∑ i, q i = 0 ∧ ∑ i, q i * z i = 0 ∧
      ∫ x in (-1)..1, sheetPotential q z x = -4 * π := by
  intro q z
  have hz : ∀ i, |z i| ≤ 1 := by
    intro i
    fin_cases i <;> simp [z]
  have q0 : q 0 = 1 := rfl
  have q1 : q 1 = -2 := rfl
  have q2 : q 2 = 1 := rfl
  have z0 : z 0 = -1 := rfl
  have z1 : z 1 = 0 := rfl
  have z2 : z 2 = 1 := rfl
  have hQ : ∑ i, q i = 0 := by
    rw [Fin.sum_univ_three, q0, q1, q2]
    norm_num
  have hD : ∑ i, q i * z i = 0 := by
    rw [Fin.sum_univ_three, q0, q1, q2, z0, z1, z2]
    norm_num
  have hM : ∑ i, q i * z i ^ 2 = 2 := by
    rw [Fin.sum_univ_three, q0, q1, q2, z0, z1, z2]
    norm_num
  refine ⟨hz, hQ, hD, ?_⟩
  rw [(potential_confined_and_integral q z hz hQ hD).2, hM]
  ring

end

end ChargedSheetAverage
```

```lean
#print axioms ChargedSheetAverage.cell_average_iff
```

```
'ChargedSheetAverage.cell_average_iff' depends on axioms: [propext, Classical.choice, Quot.sound]
```

## How the Lean statements encode the sheets

The finite type `ι` labels the sheets, and `q z : ι → ℝ` are their charges per area and positions. `sheetPotential q z x` is $\phi(x)$, with the Gaussian prefactor and the additive constant written into the definition. The Poisson equation is the physical reason for this formula; it is not derived in the file.

The hypothesis `hz` places every sheet within the interval, edges included. `hQ` and `hD` state that $Q$ and $D$ vanish. Under these hypotheses, `potential_confined_and_integral` states both the exterior result and the integral. The equivalence `exterior_vanishes_iff` assumes only `hz`, and says that the two moment conditions are exactly what silence outside the interval requires.

`stackPotential q z L S x` sums the copies whose indices lie in a finite set `S` of integers. The theorems require `0 ∈ S`, so that the central cell is present, but `S` need not be symmetric or free of gaps. `cell_average_iff` expresses "$v$ is the cell average" as the vanishing of the integral of the potential minus `v`. It requires `0 < L`: in a cell of zero length that integral vanishes for every `v`.

## How the proof follows the derivation

`integral_distance` is the one-sheet integral. The facts `hl` and `hr` replace the absolute value by `c - x` below the sheet and by `x - c` above it. The two parts are joined by `integral_add_adjacent_intervals`, and `ring` completes the algebra.

`integral_sheetPotential` exchanges the integral with the finite sum, which is allowed because each term is continuous and hence integrable. It then applies the one-sheet result to each term.

In `exterior_vanishes_iff`, the local statements `right` and `left` are the two exterior formulas. The forward direction evaluates the potential at `a` and `a + 1`, cancels the nonzero factor $-2\pi$, and subtracts the two equations with `linear_combination`. The reverse direction substitutes zero for both moments. `potential_confined_and_integral` combines this equivalence with the integral for arbitrary charges.

`stackPotential_central` reduces the sum over `S` to its term at `0` by `Finset.sum_eq_single_of_mem`. For a nonzero integer `n`, either $n \le -1$ or $n \ge 1$; in each case `nlinarith` shows that the displaced point lies at or beyond an edge of the interval $[-L/2, L/2]$, where the exterior result applies. `cell_average_iff` replaces the stack by the single cell under the integral, inserts the known value, and solves the resulting linear equation for `v`.

`potential_confined_and_integral_witness` is the example with charges $1, -2, 1$. It checks the hypotheses on concrete numbers and obtains $-4\pi$ from the general theorem.

## Scope for a simulation code

The theorems are exact statements about real numbers and finitely many ideal sheets. They settle the sign, the factor $2\pi$ and the division by $L$ in the constant, and they show that the constant is the same for every finite stack containing the central cell.

They do not treat an infinite lattice sum, a continuous charge density, or charge that varies within the planes. Rounding and grid errors are also absent: a code in which $Q$ and $D$ are merely small has to estimate their effect separately. The alignment with a reciprocal-space solver and the failing cases above are argued in prose and do not appear among the Lean theorems.
